# Lattice heights along a normal are separated by a positive gap exactly when the normal is parallel to a reciprocal lattice vector

My layer spacing refuses to converge. I take a square lattice with lattice constant 1, choose a normal, project all lattice points with coordinates between $-N$ and $N$ onto it, and call the smallest nonzero distance from the origin the spacing. For the normal along $(1,2)$ I get $0.447$ at once, and it stays there. For the normal along $(1,\sqrt2)$ I get $0.239$ at $N=1$, then $0.099$ at $N=3$, $0.041$ at $N=7$ and $0.017$ at $N=17$. Is my search box still too small, or is there no spacing to find? And how can I tell in advance which normals are safe?

## Along $(1,\sqrt2)$ the spacing shrinks to zero

A larger box will not help. Along $(1,\sqrt2)$ the projected lattice points fill the line densely, so your minimum tends to zero as $N$ grows. The safe normals are those parallel to a reciprocal lattice vector. In the square lattice, these are the real multiples of integer vectors.

Let the columns of an invertible matrix $A$ be primitive basis vectors of the crystal lattice. The lattice points are $R=Am$ with $m$ an integer vector. For a normal $\nu$ of any length,
$$\nu\cdot R=\nu\cdot(Am)=(\nu A)\cdot m=w\cdot m,\qquad w=\nu A .$$
I call $w\cdot m=\sum_i w_i m_i$ the height of the point. The geometric distance of the point from the plane through the origin is $|w\cdot m|/|\nu|$. For your square lattice $A$ is the identity and $w=\nu$, so the heights along $(1,\sqrt2)$ must be divided by $\sqrt3$ to give your numbers.

## Either evenly spaced or dense

Let $S$ be the set of all heights $w\cdot m$. Since $w\cdot m+w\cdot m'=w\cdot(m+m')$ and $-(w\cdot m)=w\cdot(-m)$, the set $S$ is an additive subgroup of the real line. Such a subgroup has only two possible forms.

If $S=\{0\}$, it consists of the integer multiples of $a=0$. Otherwise let $a$ be the infimum of the positive elements of $S$.

- **Case $a>0$.** If $a$ were not in $S$, there would be two elements $s<s'$ of $S$ between $a$ and $2a$, and $s'-s$ would be a positive element smaller than $a$, which is impossible. So $a\in S$. Any $s\in S$ can be written $s=ka+r$ with $k$ an integer and $0\le r<a$. Then $r=s-ka$ lies in $S$, so $r=0$. Hence $S$ is exactly the set of integer multiples of $a$.
- **Case $a=0$.** For every $\varepsilon>0$ there is an $s\in S$ with $0<s<\varepsilon$. The multiples of $s$ enter every open interval of length $\varepsilon$, so $S$ is dense.

In the evenly spaced case $w$ has to be rational in direction. The component $w_i$ is the height of the $i$-th unit vector, so it belongs to $S$ and $w_i=k_i a$ for some integer $k_i$. Thus $w$ is $a$ times an integer vector.

Now suppose there is a gap: some $\delta>0$ with $|w\cdot m|\ge\delta$ whenever $w\cdot m\ne0$. A dense $S$ would have an element strictly between $0$ and $\delta$, so $S$ is evenly spaced and $w$ is a real multiple of an integer vector.

Conversely, let $w=ch$ with $c$ real and $h$ an integer vector. Then $w\cdot m=c\,(h\cdot m)$, and $h\cdot m$ is an integer. If $c\neq0$ and the height is nonzero, then $|h\cdot m|\ge1$ and $|w\cdot m|\ge|c|$. If $c=0$, there are no nonzero heights and any $\delta$ will do. The number $|c|$ is a valid gap but may be smaller than the actual spacing: for $h=(2,4)$ all heights are multiples of $2c$.

For the crystal, write the reciprocal basis as $B=2\pi(A^{-1})^{T}$. Then
$$\nu A=c\,h\iff \nu=c\,hA^{-1}=\frac{c}{2\pi}\,Bh ,$$
so a gap exists exactly when $\nu$ is a real multiple of some reciprocal lattice vector $Bh$.

Your troublesome normal fails this condition. If $(1,\sqrt2)=c\,(h_0,h_1)$, then $h_0\ne0$ and $\sqrt2=h_1/h_0$, which contradicts the irrationality of $\sqrt2$.

## Gap, rationality and spacing as Lean statements

In the Lean file, `ι` is a finite index set, with three elements for an ordinary crystal. A direction is a function `w : ι → ℝ` and a lattice point is given by its integer coordinates `m : ι → ℤ`. The definition `height w m` is the sum $w\cdot m$. `HasGap w` says that some $\delta>0$ bounds all nonzero heights from below in absolute value, and `IsRational w` says that $w=ch$ for a real $c$ and an integer vector $h$. The entries of $h$ play the role of Miller indices, although they may have a common factor.

- `hasGap_iff_isRational` states that the two properties are equivalent for every `w`. The zero vector has both of them, so no exception is needed.
- `isRational_iff_spacing` assumes `w ≠ 0` and states that rationality is equivalent to the heights being exactly the integer multiples of some $d>0$. Here $d$ is measured in heights. The textbook interplanar spacing is $d/|\nu|$. The zero vector has to be excluded because its only height is $0$.
- `dense_iff_not_isRational` states that the heights are dense in the real line exactly when `w` is not rational. This can happen only in two or more dimensions, since in one dimension every `w` is a multiple of $1$.
- `crystal_gap_iff` is the version for a general cell. The columns of `A` are the basis vectors, and `IsUnit A.det` says that they are linearly independent, so that they span a cell of nonzero volume. `reciprocalBasis A` has the reciprocal basis vectors as columns, with the factor $2\pi$ included. The vector `ν` need not be normalised.
- `dense_sqrt_two` is your example: the heights along $(1,\sqrt2)$ in the square lattice are dense.

The crystal theorem speaks only of the gap. For the spacing or the density in a general cell, apply the corresponding theorem to $w=\nu A$.

The step from here to a real sample is the infinite extent of the lattice. In a finite crystal, as in your finite box, there is a smallest nonzero height as soon as some point has a nonzero height at all, but for an irrational direction this number depends on the extent of the sample and is not a property of the lattice alone.

```lean
import Mathlib

open Matrix

namespace RationalPlaneSpacing

noncomputable section

variable {ι : Type*} [Fintype ι]

/-- The height `w · m` of the lattice point with integer coordinates `m` along the
direction `w`. -/
def height (w : ι → ℝ) (m : ι → ℤ) : ℝ := ∑ i, w i * (m i : ℝ)

/-- The nonzero heights along `w` stay at least some `δ > 0` away from zero. -/
def HasGap (w : ι → ℝ) : Prop :=
  ∃ δ : ℝ, 0 < δ ∧ ∀ m : ι → ℤ, height w m ≠ 0 → δ ≤ |height w m|

/-- The vector `w` is a real multiple of an integer vector `h`. -/
def IsRational (w : ι → ℝ) : Prop :=
  ∃ (c : ℝ) (h : ι → ℤ), ∀ i, w i = c * (h i : ℝ)

/-- Heights add when lattice translations are composed. -/
theorem height_add (w : ι → ℝ) (m m' : ι → ℤ) :
    height w (m + m') = height w m + height w m' := by
  simp only [height, Pi.add_apply, Int.cast_add, mul_add, Finset.sum_add_distrib]

/-- Each component of `w` is the height of a lattice point. -/
theorem component_mem (w : ι → ℝ) (i : ι) : w i ∈ Set.range (height w) := by
  classical
  exact ⟨Pi.single i 1, by simp [height, Pi.single_apply]⟩

/-- The heights along any direction are either the integer multiples of one number `a ≥ 0`
or dense in the real line. -/
theorem multiples_or_dense (w : ι → ℝ) :
    (∃ a : ℝ, 0 ≤ a ∧ Set.range (height w) = Set.range (fun k : ℤ => (k : ℝ) * a)) ∨
      Dense (Set.range (height w)) := by
  -- the heights form an additive subgroup of the real line
  rcases AddSubgroup.dense_or_cyclic
    (AddMonoidHom.mk' (height w) (height_add w)).range with hd | ⟨a, ha⟩
  · exact Or.inr hd
  · left
    have key : ∀ t, t ∈ Set.range (height w) ↔ ∃ k : ℤ, (k : ℝ) * a = t := fun t => by
      have h1 : t ∈ (AddMonoidHom.mk' (height w) (height_add w)).range ↔
          t ∈ AddSubgroup.closure {a} := by rw [ha]
      rw [AddSubgroup.mem_closure_singleton] at h1
      simp only [zsmul_eq_mul] at h1
      exact h1
    refine ⟨|a|, abs_nonneg a, ?_⟩
    ext t
    rw [key t, Set.mem_range]
    rcases abs_choice a with h | h
    · simp only [h]
    · simp only [h]
      constructor
      · rintro ⟨k, rfl⟩
        exact ⟨-k, by push_cast; ring⟩
      · rintro ⟨k, rfl⟩
        exact ⟨-k, by push_cast; ring⟩

/-- If all heights along `w` are integer multiples of one number, and all such multiples
occur, then `w` is a real multiple of an integer vector. -/
theorem rational_of_multiples {w : ι → ℝ} {a : ℝ}
    (h : Set.range (height w) = Set.range (fun k : ℤ => (k : ℝ) * a)) : IsRational w := by
  have hw : ∀ i, ∃ k : ℤ, (k : ℝ) * a = w i := fun i => by
    have hi := component_mem w i
    rw [h] at hi
    exact hi
  choose k hk using hw
  exact ⟨a, k, fun i => by linear_combination -(hk i)⟩

/-- The nonzero heights `w · m` are bounded away from zero if and only if `w` is a real
multiple of an integer vector. -/
theorem hasGap_iff_isRational (w : ι → ℝ) : HasGap w ↔ IsRational w := by
  constructor
  · rintro ⟨δ, hδ, hgap⟩
    rcases multiples_or_dense w with ⟨a, -, ha⟩ | hd
    · exact rational_of_multiples ha
    · -- dense heights would enter the forbidden interval between 0 and δ
      obtain ⟨t, ⟨m, rfl⟩, h0, h1⟩ := hd.exists_between hδ
      have h2 := hgap m (ne_of_gt h0)
      rw [abs_of_pos h0] at h2
      exact absurd h1 (not_lt_of_ge h2)
  · rintro ⟨c, h, hw⟩
    -- every height is c times an integer
    have hN : ∀ m : ι → ℤ, height w m = c * ((∑ i, h i * m i : ℤ) : ℝ) := fun m => by
      simp only [height, hw, Int.cast_sum, Int.cast_mul, Finset.mul_sum, mul_assoc]
    by_cases hc : c = 0
    · exact ⟨1, one_pos, fun m hm => absurd (by rw [hN m, hc, zero_mul]) hm⟩
    · refine ⟨|c|, abs_pos.mpr hc, fun m hm => ?_⟩
      rw [hN m] at hm ⊢
      have hz : (∑ i, h i * m i : ℤ) ≠ 0 := fun h0 => hm (by rw [h0]; simp)
      have h1 : (1 : ℝ) ≤ |((∑ i, h i * m i : ℤ) : ℝ)| := by
        exact_mod_cast Int.one_le_abs hz
      rw [abs_mul]
      exact le_mul_of_one_le_right (abs_nonneg c) h1

/-- The heights along `w` fill the real line densely if and only if `w` is not a real
multiple of an integer vector. -/
theorem dense_iff_not_isRational (w : ι → ℝ) :
    Dense (Set.range (height w)) ↔ ¬ IsRational w := by
  constructor
  · intro hd hr
    obtain ⟨δ, hδ, hgap⟩ := (hasGap_iff_isRational w).mpr hr
    obtain ⟨t, ⟨m, rfl⟩, h0, h1⟩ := hd.exists_between hδ
    have h2 := hgap m (ne_of_gt h0)
    rw [abs_of_pos h0] at h2
    exact absurd h1 (not_lt_of_ge h2)
  · intro hr
    rcases multiples_or_dense w with ⟨a, -, ha⟩ | hd
    · exact absurd (rational_of_multiples ha) hr
    · exact hd

/-- A nonzero `w` is a real multiple of an integer vector if and only if the heights along
it are exactly the integer multiples of some spacing `d > 0`. -/
theorem isRational_iff_spacing {w : ι → ℝ} (hw : w ≠ 0) :
    IsRational w ↔
      ∃ d : ℝ, 0 < d ∧ Set.range (height w) = Set.range (fun k : ℤ => (k : ℝ) * d) := by
  constructor
  · intro hr
    rcases multiples_or_dense w with ⟨a, ha0, ha⟩ | hd
    · refine ⟨a, lt_of_le_of_ne ha0 fun h0 => hw ?_, ha⟩
      -- a vanishing spacing would force every component of w to vanish
      funext i
      have hi := component_mem w i
      rw [ha] at hi
      obtain ⟨k, hk⟩ := hi
      simpa [← h0] using hk.symm
    · exact absurd hr ((dense_iff_not_isRational w).mp hd)
  · rintro ⟨d, -, hd⟩
    exact rational_of_multiples hd

/-- The reciprocal basis `2π (A⁻¹)ᵀ` of the lattice whose basis vectors are the columns of
an invertible matrix `A`. -/
def reciprocalBasis [DecidableEq ι] (A : Matrix ι ι ℝ) : Matrix ι ι ℝ :=
  (2 * Real.pi) • (A⁻¹)ᵀ

/-- In a crystal with invertible cell matrix `A`, the nonzero values of `ν · R` over lattice
points `R = A m` are bounded away from zero if and only if `ν` is a real multiple of a
reciprocal lattice vector. -/
theorem crystal_gap_iff [DecidableEq ι] (A : Matrix ι ι ℝ) (hA : IsUnit A.det) (ν : ι → ℝ) :
    (∃ δ : ℝ, 0 < δ ∧ ∀ m : ι → ℤ, ν ⬝ᵥ (A *ᵥ fun i => (m i : ℝ)) ≠ 0 →
        δ ≤ |ν ⬝ᵥ (A *ᵥ fun i => (m i : ℝ))|) ↔
      ∃ (c : ℝ) (h : ι → ℤ), ν = c • (reciprocalBasis A *ᵥ fun i => (h i : ℝ)) := by
  have hB : ∀ x : ι → ℝ, reciprocalBasis A *ᵥ x = (2 * Real.pi) • (x ᵥ* A⁻¹) := fun x => by
    rw [reciprocalBasis, Matrix.smul_mulVec, Matrix.mulVec_transpose]
  have hH : ∀ m : ι → ℤ, ν ⬝ᵥ (A *ᵥ fun i => (m i : ℝ)) = height (ν ᵥ* A) m := fun m => by
    rw [Matrix.dotProduct_mulVec]
    rfl
  simp only [hH, hB]
  refine (hasGap_iff_isRational (ν ᵥ* A)).trans ?_
  constructor
  · rintro ⟨c, h, hw⟩
    have hv : ν ᵥ* A = c • (fun i => (h i : ℝ)) := funext hw
    refine ⟨c / (2 * Real.pi), h, ?_⟩
    have hp : c / (2 * Real.pi) * (2 * Real.pi) = c :=
      div_mul_cancel₀ c (by positivity)
    rw [smul_smul, hp, ← Matrix.smul_vecMul, ← hv, Matrix.vecMul_vecMul,
      Matrix.mul_nonsing_inv A hA, Matrix.vecMul_one]
  · rintro ⟨c, h, hv⟩
    refine ⟨c * (2 * Real.pi), h, fun i => ?_⟩
    rw [hv, smul_smul, Matrix.smul_vecMul, Matrix.vecMul_vecMul,
      Matrix.nonsing_inv_mul A hA, Matrix.vecMul_one]
    rfl

/-- In the square lattice the heights along the direction `(1, √2)` are dense in the real
line. -/
theorem dense_sqrt_two : Dense (Set.range (height ![1, √2])) := by
  rw [dense_iff_not_isRational]
  rintro ⟨c, h, hw⟩
  have e0 : (1 : ℝ) = c * (h 0 : ℝ) := hw 0
  have e1 : √2 = c * (h 1 : ℝ) := hw 1
  have h0 : (h 0 : ℝ) ≠ 0 := fun hz => by
    rw [hz, mul_zero] at e0
    exact one_ne_zero e0
  -- the ratio of the two indices would be a rational value of √2
  refine irrational_sqrt_two ⟨(h 1 : ℚ) / (h 0 : ℚ), ?_⟩
  push_cast
  rw [div_eq_iff h0]
  linear_combination (h 1 : ℝ) * e0 - (h 0 : ℝ) * e1

end

end RationalPlaneSpacing
```

```lean
#print axioms RationalPlaneSpacing.isRational_iff_spacing
-- 'RationalPlaneSpacing.isRational_iff_spacing' depends on axioms: [propext, Classical.choice, Quot.sound]
#print axioms RationalPlaneSpacing.crystal_gap_iff
-- 'RationalPlaneSpacing.crystal_gap_iff' depends on axioms: [propext, Classical.choice, Quot.sound]
#print axioms RationalPlaneSpacing.dense_sqrt_two
-- 'RationalPlaneSpacing.dense_sqrt_two' depends on axioms: [propext, Classical.choice, Quot.sound]
```

## From the subgroup of heights to the crystal

`height_add` is the additivity of heights, and `component_mem` obtains $w_i$ as the height of the unit vector `Pi.single i 1`.

`multiples_or_dense` is the alternative between even spacing and density. The additivity turns `height w` into a group homomorphism, whose range is the subgroup $S$. The argument with the infimum is supplied by Mathlib's `AddSubgroup.dense_or_cyclic`. Its generator may be negative, so the proof replaces $a$ by $|a|$ and, where the sign changes, $k$ by $-k$.

`rational_of_multiples` reads off an integer $k_i$ for each component, and `choose` collects these integers into one vector.

In `hasGap_iff_isRational`, the forward direction splits into the two cases. If the heights are dense, `hd.exists_between hδ` produces a height strictly between $0$ and $\delta$, which contradicts the gap. For the converse, `hN` is the identity $w\cdot m=c\,(h\cdot m)$. The case $c=0$ is settled with $\delta=1$, because no height is nonzero. Otherwise $\delta=|c|$ works, and `Int.one_le_abs` provides the fact that a nonzero integer has absolute value at least $1$.

`dense_iff_not_isRational` uses the same ingredients. A rational direction has a gap, which excludes density, while for an irrational direction the evenly spaced case is impossible and only density remains.

`isRational_iff_spacing` starts from the alternative again. Density is excluded by rationality, so the heights are the multiples of some $a\ge0$. If $a$ were $0$, every component of $w$ would vanish, contrary to `w ≠ 0`. Hence $a>0$, and it serves as $d$.

In `crystal_gap_iff`, `hH` is the identity $\nu\cdot(Am)=(\nu A)\cdot m$, and `hB` writes $Bx$ as $2\pi\,xA^{-1}$. After that the theorem for $w=\nu A$ applies. The rest converts $\nu A=ch$ into $\nu=(c/2\pi)\,Bh$ and back by cancelling $A$ against its inverse, which is where the invertibility of $A$ enters.

`dense_sqrt_two` reduces density to irrationality of the direction. The equations `e0` and `e1` are $1=c\,h_0$ and $\sqrt2=c\,h_1$. They make $h_1/h_0$ a rational value of $\sqrt2$, which `irrational_sqrt_two` rules out.

## Choosing the normal in a slab calculation

Surface calculations in electronic structure often use slabs built from layers of a fixed spacing, and for an ideal, infinite point lattice the result identifies the normals along which such a spacing exists. In your script, then, take a nonzero integer vector $h$ as input and use the normal $\nu=Bh$. Its heights are $2\pi\,(h\cdot m)$, so the geometric spacing is $2\pi g/|Bh|$, where $g$ is the greatest common divisor of the entries of $h$, and no search is needed. The formula requires a primitive cell: with the conventional cubic cell of an fcc lattice and $h=(1,0,0)$ it gives the cube edge, although the lattice planes are only half an edge apart. A search with a rounded Cartesian normal can go wrong: points that should have height zero may get a tiny nonzero height, and the minimum is then far smaller than the spacing you meant.
